# For a positive definite Hessian, the second dogleg leg never shortens the step or raises the quadratic model

## Where a trust-region code cuts the step

In a trust-region optimisation, the Newton step may be longer than the trust radius Δ while the steepest-descent step still fits inside. A dogleg code then takes the line joining the two endpoints and stops where it crosses the boundary. This is sensible because moving along the line towards the Newton step lengthens the step and lowers the predicted energy.

Such steps can be used in geometry or orbital optimisation; the result concerns the quadratic model with a positive definite Hessian, not the true energy surface.

## The two steps and the leg between them

Let g be the gradient and H the real, symmetric, positive definite Hessian, or a positive definite approximation to it. The predicted energy change for a step p is

m(p) = g·p + p·Hp/2.

For g ≠ 0, minimising m along −g gives the Cauchy step u, and minimising it without constraint gives the Newton step w:

α = g·g / g·Hg,  u = −αg,  w = −H⁻¹g.

The second leg has direction d = w − u and points

p(t) = u + td,  0 ≤ t ≤ 1.

The claim is that |p(t)| is nondecreasing and m(p(t)) nonincreasing on this interval. Both are strict if g is nonzero and not an eigenvector of H.

## Length and model as quadratics in t

Since Hw = −g,

Hd = αHg − g.

Taking the product with g and using the definition of α,

g·Hd = α g·Hg − g·g = 0.

By symmetry d·Hg = 0 as well. Write q = d·Hd ≥ 0. Then

q = α d·Hg − d·g = −g·d,
u·d = −α g·d = αq ≥ 0.

The squared length is therefore

p(t)·p(t) = u·u + 2tαq + t² d·d.

Its coefficients are nonnegative, so it cannot decrease for t ≥ 0.

For the model, displace the Newton step by x:

m(w + x) = m(w) + g·x + x·Hw + x·Hx/2 = m(w) + x·Hx/2.

Because p(t) = w + (t − 1)d,

m(p(t)) = m(w) + (1 − t)² q/2,

which cannot increase up to t = 1.

If d = 0, then u = w, so αHg = g. For g ≠ 0 this makes g an eigenvector with eigenvalue 1/α. When g is nonzero and not an eigenvector, then, d ≠ 0, and both α and q are positive, which gives strictness.

The leg also starts from a useful point: for g ≠ 0,

m(u) = −α g·g + α² g·Hg/2 = −α g·g/2 < 0.

## A two-dimensional example

Take H = diag(1, 2) and g = (1, 1). Then α = 2/3 and

u = (−2/3, −2/3),  w = (−1, −1/2),  d = (−1/3, 1/6),  q = 1/6.

The two quadratics are

p(t)·p(t) = 8/9 + 2t/9 + 5t²/36,
m(p(t)) = −3/4 + (1 − t)²/12.

For Δ = 1 the boundary condition is 5t² + 8t − 4 = 0, whose root in [0, 1] is t = 2/5. The step is (−4/5, −3/5), with model value −0.72, between m(u) = −2/3 and m(w) = −3/4.

## The step in code

A typical dogleg routine accepts w if |w| ≤ Δ. If |u| ≥ Δ, it returns −Δg/|g|. Otherwise it sets A = d·d, B = u·d and C = u·u − Δ², and solves At² + 2Bt + C = 0. Since B ≥ 0, the form

t = −C / (B + √(B² − AC))

gives the required root and avoids the cancellation that can occur in −B + √(B² − AC).

## What the Lean statements say

Steps and gradients are functions `n → ℝ` on a finite index type, so the dimension is arbitrary but finite. The symbol `⬝ᵥ` is the dot product and `*ᵥ` applies a matrix to a vector. `H.PosDef` includes symmetry. The definitions `descentFactor`, `cauchyStep`, `newtonStep` and `secondLeg` are α, u, w and d; `dogleg H g t` is p(t), and `stepLength` is the Euclidean length.

`dogleg_monotone` states the two monotonicities on `Icc 0 1`, the closed interval. It needs no condition g ≠ 0: at zero gradient Lean evaluates 0/0 as 0, and the whole leg sits at the origin.

`dogleg_strict` assumes that `H *ᵥ g ≠ c • g` for every real `c`. This excludes g = 0 and, in one dimension, every gradient, since there the Cauchy and Newton steps coincide.

`dogleg_trust_region` keeps that assumption and takes Δ between |u| and |w|. It gives a point of the leg with length Δ that minimises the model among the leg's points inside the trust region. The comparison does not extend to the rest of the ball, where a better step may exist. Indefinite Hessians, rounding and the updating of Δ are not treated.

```lean
import Mathlib

open Matrix Set

namespace DoglegStep

noncomputable section

variable {n : Type*} [Fintype n] [DecidableEq n] {H : Matrix n n ℝ}

/-- The quadratic model `g·p + p·Hp/2` of the energy change for a step `p`. -/
def model (H : Matrix n n ℝ) (g p : n → ℝ) : ℝ := g ⬝ᵥ p + p ⬝ᵥ H *ᵥ p / 2

/-- The Euclidean length of a step. -/
def stepLength (p : n → ℝ) : ℝ := √(p ⬝ᵥ p)

/-- The steepest-descent factor `g·g / g·Hg`. -/
def descentFactor (H : Matrix n n ℝ) (g : n → ℝ) : ℝ := (g ⬝ᵥ g) / (g ⬝ᵥ H *ᵥ g)

/-- The Cauchy step: minus the gradient times the steepest-descent factor. -/
def cauchyStep (H : Matrix n n ℝ) (g : n → ℝ) : n → ℝ := -(descentFactor H g • g)

/-- The Newton step `-H⁻¹ g`. -/
def newtonStep (H : Matrix n n ℝ) (g : n → ℝ) : n → ℝ := -(H⁻¹ *ᵥ g)

/-- The second leg of the dogleg, from the Cauchy step to the Newton step. -/
def secondLeg (H : Matrix n n ℝ) (g : n → ℝ) : n → ℝ := newtonStep H g - cauchyStep H g

/-- The point at parameter `t` on the line from the Cauchy step to the Newton step. -/
def dogleg (H : Matrix n n ℝ) (g : n → ℝ) (t : ℝ) : n → ℝ :=
  cauchyStep H g + t • secondLeg H g

omit [DecidableEq n] in
/-- A positive definite real Hessian defines a symmetric bilinear form. -/
theorem hessian_symm (hH : H.PosDef) (x y : n → ℝ) : x ⬝ᵥ H *ᵥ y = y ⬝ᵥ H *ᵥ x := by
  have hT : Hᵀ = H := by
    have h := hH.isHermitian.eq
    rwa [conjTranspose_eq_transpose_of_trivial] at h
  rw [Matrix.dotProduct_mulVec, ← Matrix.mulVec_transpose, hT, dotProduct_comm]

/-- The Newton step solves the Newton equation `H w = -g`. -/
theorem hessian_newtonStep (hH : H.PosDef) (g : n → ℝ) : H *ᵥ newtonStep H g = -g := by
  have hdet : IsUnit H.det := hH.det_pos.ne'.isUnit
  rw [newtonStep, Matrix.mulVec_neg, Matrix.mulVec_mulVec, Matrix.mul_nonsing_inv H hdet,
    Matrix.one_mulVec]

/-- The second leg `d` is conjugate to the gradient with respect to the Hessian, and its dot product
with the gradient is minus its own curvature `d·Hd`. -/
theorem secondLeg_conjugate (hH : H.PosDef) (g : n → ℝ) :
    g ⬝ᵥ H *ᵥ secondLeg H g = 0 ∧
      g ⬝ᵥ secondLeg H g = -(secondLeg H g ⬝ᵥ H *ᵥ secondLeg H g) := by
  have hd : H *ᵥ secondLeg H g = descentFactor H g • (H *ᵥ g) - g := by
    rw [secondLeg, Matrix.mulVec_sub, hessian_newtonStep hH, cauchyStep, Matrix.mulVec_neg,
      Matrix.mulVec_smul]
    module
  -- the steepest-descent factor is exactly what makes the leg conjugate to `g`
  have hc : g ⬝ᵥ H *ᵥ secondLeg H g = 0 := by
    rw [hd, dotProduct_sub, dotProduct_smul, smul_eq_mul, descentFactor]
    by_cases hg : g = 0
    · simp [hg]
    · have hpos : 0 < g ⬝ᵥ H *ᵥ g := by simpa using hH.dotProduct_mulVec_pos hg
      rw [div_mul_cancel₀ _ hpos.ne', sub_self]
  refine ⟨hc, ?_⟩
  have h1 : secondLeg H g ⬝ᵥ H *ᵥ g = 0 := by rw [hessian_symm hH, hc]
  rw [hd, dotProduct_sub, dotProduct_smul, h1, dotProduct_comm g]
  simp

/-- The squared length along the second leg is a quadratic polynomial in `t`, whose linear
coefficient is twice the steepest-descent factor times the curvature of the leg. -/
theorem dogleg_length_sq (hH : H.PosDef) (g : n → ℝ) (t : ℝ) :
    dogleg H g t ⬝ᵥ dogleg H g t = cauchyStep H g ⬝ᵥ cauchyStep H g
      + 2 * t * (descentFactor H g * (secondLeg H g ⬝ᵥ H *ᵥ secondLeg H g))
      + t ^ 2 * (secondLeg H g ⬝ᵥ secondLeg H g) := by
  have hud : cauchyStep H g ⬝ᵥ secondLeg H g
      = descentFactor H g * (secondLeg H g ⬝ᵥ H *ᵥ secondLeg H g) := by
    rw [cauchyStep, neg_dotProduct, smul_dotProduct, (secondLeg_conjugate hH g).2, smul_eq_mul]
    ring
  have hdu := (dotProduct_comm (secondLeg H g) (cauchyStep H g)).trans hud
  simp only [dogleg, add_dotProduct, dotProduct_add, smul_dotProduct, dotProduct_smul,
    smul_eq_mul, hud, hdu]
  ring

/-- A displacement `x` from the Newton step raises the model by `x·Hx/2`. -/
theorem model_newtonStep_add (hH : H.PosDef) (g x : n → ℝ) :
    model H g (newtonStep H g + x) = model H g (newtonStep H g) + x ⬝ᵥ H *ᵥ x / 2 := by
  have h2 : x ⬝ᵥ H *ᵥ newtonStep H g = -(g ⬝ᵥ x) := by
    rw [hessian_newtonStep hH, dotProduct_neg, dotProduct_comm]
  have h1 := (hessian_symm hH (newtonStep H g) x).trans h2
  simp only [model, Matrix.mulVec_add, add_dotProduct, dotProduct_add, h1, h2]
  ring

/-- Along the second leg the model exceeds its value at the Newton step by `(1 - t)²/2` times
the curvature of the leg. -/
theorem model_dogleg (hH : H.PosDef) (g : n → ℝ) (t : ℝ) :
    model H g (dogleg H g t) = model H g (newtonStep H g)
      + (1 - t) ^ 2 / 2 * (secondLeg H g ⬝ᵥ H *ᵥ secondLeg H g) := by
  have h : dogleg H g t = newtonStep H g + (t - 1) • secondLeg H g := by
    simp only [dogleg, secondLeg]
    module
  rw [h, model_newtonStep_add hH]
  simp only [Matrix.mulVec_smul, dotProduct_smul, smul_dotProduct, smul_eq_mul]
  ring

omit [DecidableEq n] in
/-- For a positive definite Hessian and nonzero gradient the Cauchy step has a negative model value.
-/
theorem model_cauchyStep_neg (hH : H.PosDef) {g : n → ℝ} (hg : g ≠ 0) :
    model H g (cauchyStep H g) < 0 := by
  have hb : 0 < g ⬝ᵥ H *ᵥ g := by simpa using hH.dotProduct_mulVec_pos hg
  have ha : 0 < g ⬝ᵥ g :=
    lt_of_le_of_ne (Finset.sum_nonneg fun i _ => mul_self_nonneg (g i))
      (fun h => hg (dotProduct_self_eq_zero.1 h.symm))
  have hα : 0 < descentFactor H g := div_pos ha hb
  have hab : descentFactor H g * (g ⬝ᵥ H *ᵥ g) = g ⬝ᵥ g := div_mul_cancel₀ _ hb.ne'
  have hm : model H g (cauchyStep H g) = -(descentFactor H g * (g ⬝ᵥ g)) / 2 := by
    simp only [model, cauchyStep, Matrix.mulVec_neg, Matrix.mulVec_smul, dotProduct_neg,
      neg_dotProduct, dotProduct_smul, smul_dotProduct, smul_eq_mul]
    linear_combination (descentFactor H g / 2) * hab
  have := mul_pos hα ha
  rw [hm]
  linarith

/-- For a positive definite Hessian, from the Cauchy step to the Newton step, the step length never
decreases and the quadratic model never increases. -/
theorem dogleg_monotone (hH : H.PosDef) (g : n → ℝ) :
    MonotoneOn (fun t => stepLength (dogleg H g t)) (Icc 0 1) ∧
      AntitoneOn (fun t => model H g (dogleg H g t)) (Icc 0 1) := by
  have hsq : ∀ x : n → ℝ, 0 ≤ x ⬝ᵥ x := fun x =>
    Finset.sum_nonneg fun i _ => mul_self_nonneg (x i)
  have hen : ∀ x : n → ℝ, 0 ≤ x ⬝ᵥ H *ᵥ x := fun x => by
    simpa using hH.posSemidef.dotProduct_mulVec_nonneg x
  have hq := hen (secondLeg H g)
  have hα : 0 ≤ descentFactor H g := div_nonneg (hsq g) (hen g)
  constructor
  · intro s hs t ht hst
    apply Real.sqrt_le_sqrt
    rw [dogleg_length_sq hH, dogleg_length_sq hH]
    have h1 := mul_le_mul_of_nonneg_right hst (mul_nonneg hα hq)
    have h2 := mul_le_mul_of_nonneg_right (pow_le_pow_left₀ hs.1 hst 2) (hsq (secondLeg H g))
    linarith
  · intro s hs t ht hst
    change model H g (dogleg H g t) ≤ model H g (dogleg H g s)
    rw [model_dogleg hH, model_dogleg hH]
    have h1 : (1 - t) ^ 2 ≤ (1 - s) ^ 2 :=
      pow_le_pow_left₀ (by linarith [ht.2]) (by linarith) 2
    have h2 := mul_le_mul_of_nonneg_right h1 hq
    linarith

/-- If the Hessian is positive definite and the gradient is nonzero and not an eigenvector of it,
the step length strictly increases and the model strictly decreases from the Cauchy step to the
Newton step. -/
theorem dogleg_strict (hH : H.PosDef) {g : n → ℝ} (hg : ∀ c : ℝ, H *ᵥ g ≠ c • g) :
    StrictMonoOn (fun t => stepLength (dogleg H g t)) (Icc 0 1) ∧
      StrictAntiOn (fun t => model H g (dogleg H g t)) (Icc 0 1) := by
  have hsq : ∀ x : n → ℝ, 0 ≤ x ⬝ᵥ x := fun x =>
    Finset.sum_nonneg fun i _ => mul_self_nonneg (x i)
  have hg0 : g ≠ 0 := fun h => hg 0 (by simp [h])
  have hα : 0 < descentFactor H g :=
    div_pos (lt_of_le_of_ne (hsq g) (fun h => hg0 (dotProduct_self_eq_zero.1 h.symm)))
      (by simpa using hH.dotProduct_mulVec_pos hg0)
  -- a vanishing second leg would make `g` an eigenvector
  have hd : secondLeg H g ≠ 0 := by
    intro h
    have h1 : newtonStep H g = cauchyStep H g := sub_eq_zero.1 h
    have h2 := hessian_newtonStep hH g
    rw [h1, cauchyStep, Matrix.mulVec_neg, Matrix.mulVec_smul, neg_inj] at h2
    apply hg (descentFactor H g)⁻¹
    calc H *ᵥ g = (descentFactor H g)⁻¹ • (descentFactor H g • (H *ᵥ g)) := by
          rw [smul_smul, inv_mul_cancel₀ hα.ne', one_smul]
      _ = (descentFactor H g)⁻¹ • g := by rw [h2]
  have hq : 0 < secondLeg H g ⬝ᵥ H *ᵥ secondLeg H g := by
    simpa using hH.dotProduct_mulVec_pos hd
  constructor
  · intro s hs t ht hst
    apply Real.sqrt_lt_sqrt (hsq _)
    rw [dogleg_length_sq hH, dogleg_length_sq hH]
    have h1 := mul_lt_mul_of_pos_right hst (mul_pos hα hq)
    have h2 := mul_le_mul_of_nonneg_right (pow_le_pow_left₀ hs.1 hst.le 2)
      (hsq (secondLeg H g))
    linarith
  · intro s hs t ht hst
    change model H g (dogleg H g t) < model H g (dogleg H g s)
    rw [model_dogleg hH, model_dogleg hH]
    have h1 : (1 - t) ^ 2 < (1 - s) ^ 2 := by nlinarith [ht.2]
    have h2 := mul_lt_mul_of_pos_right h1 hq
    linarith

/-- If the Hessian is positive definite, the gradient is nonzero and not an eigenvector of it, and
the trust radius lies between the Cauchy and Newton lengths, some point of the second leg has length
equal to the radius and minimises the model among the points of the leg inside the trust region. -/
theorem dogleg_trust_region (hH : H.PosDef) {g : n → ℝ} (hg : ∀ c : ℝ, H *ᵥ g ≠ c • g)
    {Δ : ℝ} (hu : stepLength (cauchyStep H g) ≤ Δ) (hw : Δ ≤ stepLength (newtonStep H g)) :
    ∃ t ∈ Icc (0 : ℝ) 1, stepLength (dogleg H g t) = Δ ∧
      ∀ s ∈ Icc (0 : ℝ) 1, stepLength (dogleg H g s) ≤ Δ →
        model H g (dogleg H g t) ≤ model H g (dogleg H g s) := by
  have hcont : Continuous (fun t => stepLength (dogleg H g t)) := by
    simp only [stepLength, dogleg_length_sq hH]
    fun_prop
  have h0 : dogleg H g 0 = cauchyStep H g := by simp [dogleg]
  have h1 : dogleg H g 1 = newtonStep H g := by simp [dogleg, secondLeg]
  -- the length takes every intermediate value
  obtain ⟨t, ht, hlen⟩ := intermediate_value_Icc (zero_le_one' ℝ) hcont.continuousOn
    (show Δ ∈ Icc (stepLength (dogleg H g 0)) (stepLength (dogleg H g 1)) by
      rw [h0, h1]; exact ⟨hu, hw⟩)
  have hlen' : stepLength (dogleg H g t) = Δ := hlen
  refine ⟨t, ht, hlen', fun s hs hsΔ => ?_⟩
  have hst : s ≤ t := by
    by_contra h
    have h' : stepLength (dogleg H g t) < stepLength (dogleg H g s) :=
      (dogleg_strict hH hg).1 ht hs (not_le.1 h)
    linarith
  exact (dogleg_monotone hH g).2 hs ht hst

end

end DoglegStep
```

```lean
#print axioms DoglegStep.model_cauchyStep_neg
#print axioms DoglegStep.dogleg_monotone
#print axioms DoglegStep.dogleg_trust_region
```

```
'DoglegStep.model_cauchyStep_neg' depends on axioms: [propext, Classical.choice, Quot.sound]
'DoglegStep.dogleg_monotone' depends on axioms: [propext, Classical.choice, Quot.sound]
'DoglegStep.dogleg_trust_region' depends on axioms: [propext, Classical.choice, Quot.sound]
```

## How the proof follows the algebra

`hessian_symm` supplies x·Hy = y·Hx, and `hessian_newtonStep` supplies Hw = −g, using the positive determinant to invert H. `secondLeg_conjugate` first computes Hd, then proves g·Hd = 0 and g·d = −q. Zero gradient is handled separately, because cancelling the denominator of α needs g·Hg ≠ 0.

`dogleg_length_sq` inserts u·d = αq and expands the square. `model_newtonStep_add` completes the square about w, and `model_dogleg` applies it with x = (t − 1)d. `model_cauchyStep_neg` is the calculation of m(u).

In `dogleg_monotone`, these formulas reduce the claims to s ≤ t, s² ≤ t² and (1 − t)² ≤ (1 − s)², each multiplied by a nonnegative coefficient. `linarith` combines the inequalities, and monotonicity of the square root turns squared lengths into lengths. `dogleg_strict` first rules out d = 0 by the eigenvector argument, then repeats the comparison with αq > 0 and q > 0.

For `dogleg_trust_region`, the length is continuous in t, so the intermediate value theorem finds a t with |p(t)| = Δ. Any s > t would give a length above Δ by strictness. Every admissible s therefore satisfies s ≤ t, and the model's monotonicity gives m(p(t)) ≤ m(p(s)).
